# All-Order Size Consistency of Rayleigh–Schrödinger Perturbation Theory for Non-Interacting Fragments with Unique Lowest References

Let two non-interacting fragments $A$ and $B$ have diagonal zeroth-order Hamiltonians, each with a reference state that is its unique lowest level. Let $E_A(n), y_A(n)$ and $E_B(n), y_B(n)$ be the order-$n$ energies and states of the fragments, scaled so that the reference component is 1 at order zero and 0 at every later order. Then every solution $E(n), y(n)$ of the perturbation equations for the combined system, scaled in the same way with the product of the two fragment references as its reference, satisfies

$$E(n)=E_A(n)+E_B(n),\qquad y(n)=\sum_{k+l=n} y_A(k)\otimes y_B(l)$$

at every order $n$. In electronic structure this is the additivity wanted from each order of a Møller–Plesset-type series, here for fragments with finitely many states, no interaction and no antisymmetrisation between them.

## The order equations and their product solution

For one system, let $H$ be diagonal with real levels $e_i$, let $V$ be the perturbation and $r$ the reference index. The Rayleigh–Schrödinger equations for $H+\lambda V$ are

$$Hy(0)=E(0)y(0),\qquad Hy(n+1)+Vy(n)=\sum_{k+l=n+1}E(k)\,y(l).$$

Intermediate normalisation adds $y(0)_r=1$ and $y(n)_r=0$ for $n\ge1$.

Put $y(\lambda)=\sum_n\lambda^n y(n)$ and $E(\lambda)=\sum_n\lambda^nE(n)$ as formal series. Comparing coefficients of $\lambda^0$ and $\lambda^{n+1}$ shows that the order equations are the single equation $(H+\lambda V)y(\lambda)=E(\lambda)y(\lambda)$, and the normalisation is $y(\lambda)_r=1$.

The combined system has $H=H_A\otimes1+1\otimes H_B$ and $V=V_A\otimes1+1\otimes V_B$. Acting on the product of the fragment series gives

$$(H+\lambda V)(y_A\otimes y_B)=(E_Ay_A)\otimes y_B+y_A\otimes(E_By_B)=(E_A+E_B)\,y_A\otimes y_B .$$

The component at the product reference $(a,b)$ is $1\cdot1=1$. The coefficient of $\lambda^n$ in the product is the sum over $k+l=n$ stated above, so the product expansion is a solution.

## Why there is no other solution

Return to a single system. The reference component of the zeroth-order equation gives $E(0)=e_r$. At order $n+1$, normalisation removes $y(n+1)_r$ on the left and all terms but $E(n+1)$ on the right, leaving

$$E(n+1)=(Vy(n))_r .$$

In component $i$, moving the term $E(0)y(n+1)_i$ to the left gives

$$(e_i-e_r)\,y(n+1)_i=\sum_{k+l=n}E(k+1)\,y(l)_i-(Vy(n))_i .$$

The right-hand side contains only the states $y(0),\dots,y(n)$, because $E(k+1)=(Vy(k))_r$. If $e_i\ne e_r$ for all $i\neq r$, the amplitudes are therefore fixed order by order. The start is fixed too: $(e_i-e_r)y(0)_i=0$ forces $y(0)_i=0$ for $i\ne r$.

The combined levels are $e^A_i+e^B_j$. If $(i,j)\neq(a,b)$, at least one fragment is excited and neither lies below its reference, so $e^A_i+e^B_j>e^A_a+e^B_b$. The product reference is non-degenerate, and the product expansion is the only solution.

## A reference that is not lowest

Non-degenerate fragment references are not enough. Take levels $(0,1)$ for $A$ and $(0,-1)$ for $B$, both with reference index 0, and no perturbation. Each fragment has only the solution $y(0)=(1,0)$, with all energies and higher states zero. Write $|ij\rangle$ for the product basis. In the combined system $|11\rangle$ has energy $1-1=0$, degenerate with the reference $|00\rangle$. Then $y(0)=|00\rangle+c\,|11\rangle$ with all later orders zero is a solution for any $c$, and for $c\neq0$ it is not the product expansion. The energies are still additive here; the formula for the states fails.

## A two-level instance

Take levels $(0,1)$ and $V=\begin{pmatrix}1&0\\1&1\end{pmatrix}$, which is not Hermitian but keeps the series short. With the state $(1,x)$, the first row of $(H+\lambda V)y=Ey$ gives $E=\lambda$. The second gives $\lambda+(1+\lambda)x=\lambda x$, so $x=-\lambda$. Thus $E(1)=1$, $y(0)=(1,0)$, $y(1)=(0,-1)$, and all else vanishes.

Two copies have energy $2\lambda$ and state $|00\rangle-\lambda|01\rangle-\lambda|10\rangle+\lambda^2|11\rangle$. For real $\lambda$, unit norm is obtained by dividing the fragment state by $\sqrt{1+\lambda^2}$ and the combined state by $1+\lambda^2$.

## The model in Lean

```lean
import Mathlib

open Matrix
open scoped Kronecker
open Finset.HasAntidiagonal (antidiagonal mem_antidiagonal)

namespace AllOrderSizeConsistency

noncomputable section
```

The levels are a real function `e` on an index type, and `freeH e` is the corresponding diagonal matrix.

```lean
/-- The diagonal zeroth-order Hamiltonian with real levels `e`. -/
def freeH {α : Type*} [DecidableEq α] (e : α → ℝ) : Matrix α α ℂ :=
  Matrix.diagonal (fun i => (e i : ℂ))
```

The Kronecker sum is defined over any commutative ring, since it is needed both for complex numbers and for power series.

```lean
/-- The Kronecker sum: `A` acts on the first fragment, `B` on the second. -/
def kronSum {R α β : Type*} [CommRing R] [DecidableEq α] [DecidableEq β]
    (A : Matrix α α R) (B : Matrix β β R) : Matrix (α × β) (α × β) R :=
  A ⊗ₖ (1 : Matrix β β R) + (1 : Matrix α α R) ⊗ₖ B
```

In `productState`, the set `antidiagonal n` consists of the pairs $(k,l)$ with $k+l=n$.

```lean
/-- The order-`n` part of the tensor product of two perturbation expansions. -/
def productState {α β : Type*} (yA : ℕ → α → ℂ) (yB : ℕ → β → ℂ) (n : ℕ) : α × β → ℂ :=
  fun p => ∑ k ∈ antidiagonal n, yA k.1 p.1 * yB k.2 p.2
```

The structure `IsRSSolution` holds the normalisation and the equations of all orders. The zeroth-order state is not prescribed beyond its reference component. Energies are complex and `V` is any complex matrix, so Hermitian perturbations are included as a special case.

```lean
/-- Energies `E n` and states `y n` solve the Rayleigh-Schroedinger equations of all orders
for `H + λ V`, in intermediate normalisation with respect to the reference `r`. -/
structure IsRSSolution {α : Type*} [Fintype α] (H V : Matrix α α ℂ) (r : α)
    (E : ℕ → ℂ) (y : ℕ → α → ℂ) : Prop where
  norm : ∀ n, y n r = if n = 0 then 1 else 0
  order_zero : H *ᵥ y 0 = E 0 • y 0
  order_succ : ∀ n, H *ᵥ y (n + 1) + V *ᵥ y n = ∑ p ∈ antidiagonal (n + 1), E p.1 • y p.2
```

The next two definitions turn a sequence of states into a vector of power series, and $H+\lambda V$ into a matrix of power series. The series are formal, so nothing is said about convergence.

```lean
/-- The state as a vector of formal power series in the coupling. -/
def gen {α : Type*} (y : ℕ → α → ℂ) (i : α) : PowerSeries ℂ := PowerSeries.mk fun n => y n i

/-- The Hamiltonian `H + λ V` with the coupling `λ` as a formal variable. -/
def coupled {α : Type*} (H V : Matrix α α ℂ) : Matrix α α (PowerSeries ℂ) :=
  Matrix.of fun i j => PowerSeries.C (H i j) + PowerSeries.X * PowerSeries.C (V i j)
```

## From order equations to one series equation

The first lemma is the action of a Kronecker sum on a product vector. Its two parts collapse the sum over the fragment on which the identity acts.

```lean
variable {α β : Type*} [Fintype α] [Fintype β] [DecidableEq α] [DecidableEq β]

/-- A Kronecker sum acts on a product state by acting on one factor at a time. -/
theorem kronSum_mulVec {R : Type*} [CommRing R] (A : Matrix α α R) (B : Matrix β β R)
    (u : α → R) (v : β → R) (i : α) (j : β) :
    (kronSum A B *ᵥ fun p => u p.1 * v p.2) (i, j) = (A *ᵥ u) i * v j + u i * (B *ᵥ v) j := by
  rw [kronSum, Matrix.add_mulVec, Pi.add_apply]
  congr 1
  · simp [Matrix.mulVec, dotProduct, Fintype.sum_prod_type, Matrix.one_apply,
      Finset.sum_mul, mul_assoc]
  · simp [Matrix.mulVec, dotProduct, Fintype.sum_prod_type_right, Matrix.one_apply,
      Finset.mul_sum, mul_left_comm]
```

The equivalence `series_iff` is the comparison of coefficients. The auxiliary facts `c0` and `c1` compute the coefficients of the left-hand side at orders $0$ and $n+1$; `d0` and `d1` compute those of the right-hand side at order $0$ and at any order $n$.

```lean
omit [DecidableEq α] in
/-- With intermediate normalisation imposed on both sides, the equations of all orders are together
equivalent to one Schroedinger equation for formal power series in the coupling. -/
theorem series_iff (H V : Matrix α α ℂ) (r : α) (E : ℕ → ℂ) (y : ℕ → α → ℂ) :
    IsRSSolution H V r E y ↔
      gen y r = 1 ∧ coupled H V *ᵥ gen y = PowerSeries.mk E • gen y := by
  have c0 : ∀ i, PowerSeries.coeff 0 ((coupled H V *ᵥ gen y) i) = (H *ᵥ y 0) i := by
    intro i
    simp only [Matrix.mulVec, dotProduct, coupled, Matrix.of_apply, gen, map_sum, add_mul,
      mul_assoc, map_add, PowerSeries.coeff_C_mul, PowerSeries.coeff_zero_X_mul,
      PowerSeries.coeff_mk, add_zero]
  have c1 : ∀ n i, PowerSeries.coeff (n + 1) ((coupled H V *ᵥ gen y) i) =
      (H *ᵥ y (n + 1) + V *ᵥ y n) i := by
    intro n i
    simp only [Matrix.mulVec, dotProduct, coupled, Matrix.of_apply, gen, map_sum, add_mul,
      mul_assoc, map_add, PowerSeries.coeff_C_mul, PowerSeries.coeff_succ_X_mul,
      PowerSeries.coeff_mk, Pi.add_apply, Finset.sum_add_distrib]
  have d0 : ∀ i, PowerSeries.coeff 0 ((PowerSeries.mk E • gen y) i) = (E 0 • y 0) i := by
    intro i
    simp only [Pi.smul_apply, smul_eq_mul, PowerSeries.coeff_mul, gen, PowerSeries.coeff_mk,
      Finset.Nat.antidiagonal_zero, Finset.sum_singleton]
  have d1 : ∀ n i, PowerSeries.coeff n ((PowerSeries.mk E • gen y) i) =
      (∑ p ∈ antidiagonal n, E p.1 • y p.2) i := by
    intro n i
    simp only [Pi.smul_apply, smul_eq_mul, PowerSeries.coeff_mul, gen, PowerSeries.coeff_mk,
      Finset.sum_apply]
  constructor
  · intro s
    refine ⟨PowerSeries.ext fun n => ?_, funext fun i => PowerSeries.ext fun n => ?_⟩
    · rw [gen, PowerSeries.coeff_mk, s.norm, PowerSeries.coeff_one]
    · cases n with
      | zero => rw [c0, d0, s.order_zero]
      | succ n => rw [c1, d1, s.order_succ]
  · rintro ⟨h1, h2⟩
    refine ⟨fun n => ?_, funext fun i => ?_, fun n => funext fun i => ?_⟩
    · have h := PowerSeries.ext_iff.mp h1 n
      rwa [gen, PowerSeries.coeff_mk, PowerSeries.coeff_one] at h
    · rw [← c0, h2, d0]
    · rw [← c1, h2, d1]
```

## Energies, amplitudes and uniqueness

`energy_formula` takes the reference component of each equation. The sum is split so that the term $E(n+1)y(0)_r$ stands alone, and normalisation removes the others.

```lean
/-- The zeroth-order energy is the reference level, and each further energy is the reference
component of `V` acting on the state one order below. -/
theorem energy_formula {e : α → ℝ} {V : Matrix α α ℂ} {r : α} {E : ℕ → ℂ} {y : ℕ → α → ℂ}
    (s : IsRSSolution (freeH e) V r E y) :
    E 0 = e r ∧ ∀ n, E (n + 1) = (V *ᵥ y n) r := by
  constructor
  · have h := congrFun s.order_zero r
    simpa [freeH, Matrix.mulVec_diagonal, s.norm] using h.symm
  · intro n
    have h := congrFun (s.order_succ n) r
    rw [Finset.sum_apply, Finset.Nat.sum_antidiagonal_succ'] at h
    simpa [freeH, Matrix.mulVec_diagonal, s.norm] using h.symm
```

`amplitude_equation` splits off the opposite end, $E(0)y(n+1)_i$, and rearranges. It is stated without division and holds for degenerate levels as well.

```lean
/-- Each amplitude, multiplied by its excitation energy, is fixed by the lower-order states
and the energies. -/
theorem amplitude_equation {e : α → ℝ} {V : Matrix α α ℂ} {r : α} {E : ℕ → ℂ}
    {y : ℕ → α → ℂ} (s : IsRSSolution (freeH e) V r E y) (n : ℕ) (i : α) :
    ((e i : ℂ) - e r) * y (n + 1) i =
      ∑ p ∈ antidiagonal n, E (p.1 + 1) * y p.2 i - (V *ᵥ y n) i := by
  have h := congrFun (s.order_succ n) i
  rw [Finset.sum_apply, Finset.Nat.sum_antidiagonal_succ] at h
  simp only [Pi.add_apply, freeH, Matrix.mulVec_diagonal, Pi.smul_apply, smul_eq_mul,
    (energy_formula s).1] at h
  linear_combination h
```

The uniqueness theorem assumes `hr`, that no other level equals the reference level. This is sufficient but not always necessary, since a perturbation that lifts a degeneracy can also single out one solution. The fact `z` settles order zero, and strong induction settles the later states: the nonzero gap is cancelled, and the energies on the right are replaced by components of $V$ acting on lower-order states.

```lean
/-- For a non-degenerate reference, two intermediate-normalised solutions agree in energy and
state at every order. -/
theorem solution_unique {e : α → ℝ} {V : Matrix α α ℂ} {r : α} (hr : ∀ i, i ≠ r → e i ≠ e r)
    {E E' : ℕ → ℂ} {y y' : ℕ → α → ℂ} (s : IsRSSolution (freeH e) V r E y)
    (s' : IsRSSolution (freeH e) V r E' y') (n : ℕ) : E n = E' n ∧ y n = y' n := by
  have gap : ∀ i, i ≠ r → (e i : ℂ) - e r ≠ 0 := fun i hi =>
    sub_ne_zero.mpr fun h => hr i hi (Complex.ofReal_injective h)
  -- the zeroth-order state has no component outside the reference
  have z : ∀ (F : ℕ → ℂ) (w : ℕ → α → ℂ), IsRSSolution (freeH e) V r F w →
      ∀ i, i ≠ r → w 0 i = 0 := by
    intro F w t i hi
    have h := congrFun t.order_zero i
    simp only [freeH, Matrix.mulVec_diagonal, Pi.smul_apply, smul_eq_mul,
      (energy_formula t).1] at h
    exact (mul_eq_zero.mp (by linear_combination h)).resolve_left (gap i hi)
  have hy : ∀ m, y m = y' m := by
    intro m
    induction m using Nat.strong_induction_on with
    | _ m ih =>
      funext i
      by_cases hi : i = r
      · rw [hi, s.norm, s'.norm]
      cases m with
      | zero => rw [z E y s i hi, z E' y' s' i hi]
      | succ m =>
        apply mul_left_cancel₀ (gap i hi)
        rw [amplitude_equation s, amplitude_equation s', ih m (by omega)]
        congr 1
        refine Finset.sum_congr rfl fun p hp => ?_
        have hp' := mem_antidiagonal.mp hp
        rw [(energy_formula s).2, (energy_formula s').2, ih p.1 (by omega), ih p.2 (by omega)]
  refine ⟨?_, hy n⟩
  cases n with
  | zero => rw [(energy_formula s).1, (energy_formula s').1]
  | succ n => rw [(energy_formula s).2, (energy_formula s').2, hy n]
```

## The combined system

In `size_consistency`, `hA` and `hB` say that the fragment references are the unique lowest levels. The fragment solutions `sA` and `sB` are assumed, and so is the combined solution `s`, about which nothing else is known. The absence of interaction is built into the Kronecker sums; no limit of large separation is taken.

The proof first establishes `hP`, that the product expansion is a solution. There `hg`, `hE` and `hK` translate the states, energies and Hamiltonian into series, after which `kronSum_mulVec` and the two fragment equations finish the calculation. Then `hH` identifies the combined zeroth-order Hamiltonian as diagonal with added levels, and `solution_unique` compares `s` with `hP`. The closing case distinction is the inequality for the combined levels.

```lean
/-- All-order size consistency: if each fragment reference is the unique lowest level, every
intermediate-normalised solution for the combined system has additive energies and the product
expansion as its states. -/
theorem size_consistency {eA : α → ℝ} {eB : β → ℝ} {a : α} {b : β}
    (hA : ∀ i, i ≠ a → eA a < eA i) (hB : ∀ j, j ≠ b → eB b < eB j)
    {VA : Matrix α α ℂ} {VB : Matrix β β ℂ} {EA EB E : ℕ → ℂ}
    {yA : ℕ → α → ℂ} {yB : ℕ → β → ℂ} {y : ℕ → α × β → ℂ}
    (sA : IsRSSolution (freeH eA) VA a EA yA) (sB : IsRSSolution (freeH eB) VB b EB yB)
    (s : IsRSSolution (kronSum (freeH eA) (freeH eB)) (kronSum VA VB) (a, b) E y) (n : ℕ) :
    E n = EA n + EB n ∧ y n = productState yA yB n := by
  -- as power series, the product expansion is a plain product of the fragment states
  have hP : IsRSSolution (kronSum (freeH eA) (freeH eB)) (kronSum VA VB) (a, b)
      (fun n => EA n + EB n) (productState yA yB) := by
    have hg : gen (productState yA yB) = fun p => gen yA p.1 * gen yB p.2 :=
      funext fun p => PowerSeries.ext fun n => by
        simp only [gen, productState, PowerSeries.coeff_mul, PowerSeries.coeff_mk]
    have hE : PowerSeries.mk (fun n => EA n + EB n) = PowerSeries.mk EA + PowerSeries.mk EB :=
      PowerSeries.ext fun n => by simp only [map_add, PowerSeries.coeff_mk]
    have hK : coupled (kronSum (freeH eA) (freeH eB)) (kronSum VA VB) =
        kronSum (coupled (freeH eA) VA) (coupled (freeH eB) VB) := by
      refine Matrix.ext fun p q => ?_
      obtain ⟨i, j⟩ := p
      obtain ⟨k, l⟩ := q
      by_cases h : i = k <;> by_cases h' : j = l <;>
        simp [coupled, kronSum, Matrix.one_apply, h, h']
      ring
    rw [series_iff] at sA sB ⊢
    refine ⟨by simp [hg, sA.1, sB.1], ?_⟩
    rw [hg, hK, hE]
    funext ⟨i, j⟩
    rw [kronSum_mulVec, sA.2, sB.2]
    simp only [Pi.smul_apply, smul_eq_mul]
    ring
  have hH : kronSum (freeH eA) (freeH eB) = freeH (fun p : α × β => eA p.1 + eB p.2) := by
    ext ⟨i, j⟩ ⟨k, l⟩
    by_cases h : i = k <;> by_cases h' : j = l <;>
      simp [kronSum, freeH, h, h']
  rw [hH] at s hP
  -- unique lowest fragment levels make the product reference non-degenerate
  refine solution_unique ?_ s hP n
  rintro ⟨i, j⟩ hij
  apply ne_of_gt
  change eA a + eB b < eA i + eB j
  by_cases hi : i = a
  · have hj : j ≠ b := fun hj => hij (by rw [hi, hj])
    rw [hi]
    linarith [hB j hj]
  · by_cases hj : j = b
    · rw [hj]
      linarith [hA i hi]
    · linarith [hA i hi, hB j hj]
```

The last theorem checks the two-level instance and its doubled version, at all orders. It thereby supplies an actual case in which all the assumptions of `size_consistency` are met. The helper `hs` records that only the first-order energy contributes to the right-hand sides; the remaining equations are checked component by component.

```lean
/-- A two-level fragment with levels `0, 1` and a triangular perturbation, and two copies of it,
with explicit solutions of the equations of all orders. -/
theorem size_consistency_witness :
    IsRSSolution (freeH ![0, 1]) !![1, 0; 1, 1] 0 (fun n => if n = 1 then 1 else 0)
      (fun n (i : Fin 2) => if n = i.val then (-1) ^ n else 0) ∧
    IsRSSolution (kronSum (freeH ![0, 1]) (freeH ![0, 1]))
      (kronSum !![1, 0; 1, 1] !![1, 0; 1, 1]) (0, 0) (fun n => if n = 1 then 2 else 0)
      (fun n (p : Fin 2 × Fin 2) => if n = p.1.val + p.2.val then (-1) ^ n else 0) := by
  -- only the first-order energy contributes to the right-hand sides
  have hs : ∀ (γ : Type) (c : ℂ) (y : ℕ → γ → ℂ) (n : ℕ),
      ∑ p ∈ antidiagonal (n + 1), (if p.1 = 1 then c else 0) • y p.2 = c • y n := by
    intro γ c y n
    rw [Finset.sum_eq_single (1, n)]
    · simp
    · rintro ⟨k, l⟩ hk hne
      have h2 : k + l = n + 1 := mem_antidiagonal.mp hk
      have h1 : k ≠ 1 := fun h1 => hne (by rw [h1, show l = n by omega])
      simp [h1]
    · intro h
      exact absurd (mem_antidiagonal.mpr (add_comm 1 n)) h
  refine ⟨⟨fun n => by cases n <;> simp, ?_, fun n => Eq.trans ?_ (hs (Fin 2) 1
      (fun m i => if m = i.val then (-1) ^ m else 0) n).symm⟩,
    ⟨fun n => by cases n <;> simp, ?_, fun n => Eq.trans ?_ (hs (Fin 2 × Fin 2) 2
      (fun m p => if m = p.1.val + p.2.val then (-1) ^ m else 0) n).symm⟩⟩
  · funext i
    fin_cases i <;> simp [freeH, Matrix.mulVec_diagonal]
  · funext i
    rcases n with _ | _ | n <;> fin_cases i <;>
      simp [freeH, dotProduct, Fin.sum_univ_two]
  · funext ⟨i, j⟩
    fin_cases i <;> fin_cases j <;>
      simp [kronSum, freeH, Matrix.mulVec, dotProduct, Fintype.sum_prod_type,
        Fin.sum_univ_two, Matrix.diagonal_apply, Matrix.one_apply]
  · funext ⟨i, j⟩
    rcases n with _ | _ | _ | n <;> fin_cases i <;> fin_cases j <;>
      simp [kronSum, freeH, Matrix.mulVec, dotProduct, Fintype.sum_prod_type,
        Fin.sum_univ_two, Matrix.diagonal_apply, Matrix.one_apply] <;> norm_num

end

end AllOrderSizeConsistency
```

```lean
#print axioms AllOrderSizeConsistency.size_consistency
-- 'AllOrderSizeConsistency.size_consistency' depends on axioms: [propext, Classical.choice, Quot.sound]
```
